# The matrix-product weights with $DE=D+E$, $\beta Dv=v$ and $\alpha\,w\circ E=w$ are annihilated by the open TASEP generator

Take two sites, the left one occupied and the right one empty. Particles enter an empty left site at rate $\alpha$, hop to an empty right neighbour at rate $1$, and leave the right site at rate $\beta$. This is the open totally asymmetric simple exclusion process (TASEP) on two sites. Now let $D$ and $E$ be linear maps on a real vector space, $v$ a vector and $w$ a linear functional, with

$$DE=D+E,\qquad \beta Dv=v,\qquad \alpha\,w(Ex)=w(x)\ \text{ for all } x .$$

Give each configuration the weight $w(XX'v)$, with $D$ for a particle and $E$ for a hole. My configuration is fed by injection from the empty chain and by extraction from the full one, and it is left by a hop. Gain minus loss is

$$\alpha\,w(EEv)+\beta\,w(DDv)-w(DEv)=w(Ev)+w(Dv)-w(DEv)=0 .$$

I believe that the same cancellation works for every configuration on a chain of any length $N\ge 1$. Can this be proved completely, in a form that a proof assistant accepts? I would also like to be sure that the weights don't all vanish.

## Bond terms telescope, and the two ends cancel what remains

Yes, the cancellation holds for every $N\ge1$, and for positive rates and $w(v)>0$ every weight is strictly positive.

Number the sites $0,\dots,n$, so that $N=n+1$, and let $\tau_i=1$ for a particle and $\tau_i=0$ for a hole. Write $X_1=D$, $X_0=E$, and introduce the signs $\hat x_1=-1$, $\hat x_0=+1$. The weight of $\tau$ is $w(X_{\tau_0}\cdots X_{\tau_n}v)$.

**One bond.** Let the bond have occupations $(a,b)$. Hopping contributes $-DE$ for $(1,0)$, which is left by a hop, $+DE$ for $(0,1)$, which is reached from $(1,0)$, and $0$ otherwise. In all four cases this equals

$$\hat x_a X_b - X_a\hat x_b .$$

Indeed, the right side is $-E-D$ for $(1,0)$, $D+E$ for $(0,1)$, $-D+D=0$ for $(1,1)$ and $E-E=0$ for $(0,0)$.

**All bonds.** Let $T_i$ be the product $X_{\tau_0}\cdots X_{\tau_n}$ with the factor $X_{\tau_i}$ replaced by the number $\hat x_{\tau_i}$. The bond between $i$ and $i+1$ contributes $T_i-T_{i+1}$, so the sum over bonds is $T_0-T_n$. For a single site there are no bonds, and both sides are zero.

**The left end.** Put $A=X_{\tau_1}\cdots X_{\tau_n}$. If $\tau_0=1$, injection gives the gain $\alpha\,w(EAv)=w(Av)$. If $\tau_0=0$, it gives the loss $-\alpha\,w(EAv)=-w(Av)$. Both are $-\hat x_{\tau_0}w(Av)=-w(T_0v)$.

**The right end.** Put $B=X_{\tau_0}\cdots X_{\tau_{n-1}}$. If $\tau_n=1$, extraction gives $-\beta\,w(BDv)=-w(Bv)$. If $\tau_n=0$, it gives $+\beta\,w(BDv)=w(Bv)$. Both are $\hat x_{\tau_n}w(Bv)=w(T_nv)$.

The total is $-w(T_0v)+w(T_0v)-w(T_nv)+w(T_nv)=0$.

## Positive weights and an explicit set of operators

Let $\alpha,\beta>0$ and $w(v)>0$. Call a vector $x$ good if $w(D^kx)>0$ for all $k\ge0$.

- The vector $v$ is good, because $w(D^kv)=\beta^{-k}w(v)$.
- If $x$ is good, so is $Dx$, since this only shifts $k$ by one.
- If $x$ is good, so is $Ex$. For $k=0$ we have $w(Ex)=w(x)/\alpha>0$. For the step, $D^{k+1}Ex=D^k(DE)x=D^{k+1}x+D^kEx$, and $w$ is positive on both terms.

Hence every product of $D$s and $E$s applied to $v$ is good, and $k=0$ gives a positive weight. The probabilities are the weights divided by their sum $Z_N=w((D+E)^Nv)$. On one site, the occupied state has probability $\alpha/(\alpha+\beta)$.

Operators with these properties exist for all nonzero $\alpha$ and $\beta$. On real sequences $f$, set

$$(Df)_m=f_m+f_{m+1},\qquad (Ef)_0=f_0/\alpha,\qquad (Ef)_{k+1}=f_{k+1}+f_k ,$$

with $v_m=(1/\beta-1)^m$ and $w(f)=f_0$. At entry $0$, both $DEf$ and $(D+E)f$ equal $f_0/\alpha+f_0+f_1$. At entry $k+1$, both equal $f_k+2f_{k+1}+f_{k+2}$. Moreover $\beta(Dv)_m=\beta v_m(1+1/\beta-1)=v_m$, $\alpha(Ef)_0=f_0$ and $w(v)=1$.

## What the Lean statements say about the chain

A configuration is a function `Fin (n + 1) → Bool`, with `true` for a particle, so the shortest chain in `generator_weight_eq_zero` has one site. `D` and `E` have type `Module.End ℝ V`. Their product is composition, and in `D * E` the map `E` acts first. The theorem assumes nothing about the dimension of `V`, which carries no topology. In finite dimension, however, $DE=D+E$ means $(D-1)(E-1)=1$, so $D$ and $E$ commute, and the boundary relations then force $w(v)=0$ and make all weights vanish unless $\alpha+\beta=1$. The sequence space above is infinite-dimensional.

`generator` is the right-hand side of the master equation, gain minus loss, acting on functions of configurations. The theorem says that it vanishes on `weight D E v w` at every `τ`. This is stationarity; the time evolution itself is not modelled.

The three relations are hypotheses. `h` lets the flow across a bond be written through words that are one site shorter. `hw` says that the injection flow out of a configuration with an empty first site equals the weight of the chain without that site, and `hv` says the same for extraction from an occupied last site. The rates in this theorem are arbitrary real numbers; their positivity enters only in `weight_pos`, which also allows the empty chain. `relations_witness` supplies the sequence operators above.

Hops go only to the right, all at unit rate. Uniqueness of the stationary distribution is a separate matter that the file leaves aside.

The weights have the form of a matrix product with the same two operators on every site. For positive rates every configuration of the finite chain can be reached from every other, so by a standard fact about Markov chains, not proved in the file, the stationary distribution is unique. With $w(v)>0$, the normalised weights are then exact reference values for testing a tensor-network or Monte Carlo code.

```lean
import Mathlib

open Function

namespace OpenTASEP

noncomputable section

variable {R : Type*} [Ring R] {V : Type*} [AddCommGroup V] [Module ℝ V]

/-- The operator attached to one site: `D` for a particle, `E` for a hole. -/
def letter (D E : R) (b : Bool) : R := if b then D else E

/-- The ordered product of the site operators along a configuration. -/
def word (D E : R) {n : ℕ} (τ : Fin n → Bool) : R :=
  (List.ofFn fun i => letter D E (τ i)).prod

/-- The sign left behind when a site is removed: `-1` for a particle, `+1` for a hole. -/
def hat (b : Bool) : R := if b then -1 else 1

/-- Gain minus loss at `τ` from hops at unit rate across the bond between sites `i` and `i + 1`:
a particle jumps to the right if the next site is empty. -/
def hop {M : Type*} [AddCommGroup M] {n : ℕ} (f : (Fin (n + 1) → Bool) → M)
    (i : Fin n) (τ : Fin (n + 1) → Bool) : M :=
  if τ i.castSucc = true ∧ τ i.succ = false then -f τ
  else if τ i.castSucc = false ∧ τ i.succ = true then
    f (update (update τ i.castSucc true) i.succ false)
  else 0

/-- The open TASEP generator acting on a function of configurations: injection at the first site
with rate `α`, hops to the right with rate one, extraction at the last site with rate `β`. -/
def generator (α β : ℝ) {n : ℕ} (f : (Fin (n + 1) → Bool) → ℝ)
    (τ : Fin (n + 1) → Bool) : ℝ :=
  α * (if τ 0 then f (update τ 0 false) else -f τ) + ∑ i, hop f i τ
    + β * (if τ (Fin.last n) then -f τ else f (update τ (Fin.last n) true))

/-- The string weight of a configuration: its operator product between `w` and `v`. -/
def weight (D E : Module.End ℝ V) (v : V) (w : V →ₗ[ℝ] ℝ) {n : ℕ} (τ : Fin n → Bool) : ℝ :=
  w (word D E τ v)

/-- The first site operator splits off on the left of the product. -/
theorem word_succ (D E : R) {n : ℕ} (τ : Fin (n + 1) → Bool) :
    word D E τ = letter D E (τ 0) * word D E (fun i => τ i.succ) := by
  unfold word
  rw [List.ofFn_succ, List.prod_cons]

/-- The last site operator splits off on the right of the product. -/
theorem word_last (D E : R) {n : ℕ} (τ : Fin (n + 1) → Bool) :
    word D E τ = word D E (fun i => τ i.castSucc) * letter D E (τ (Fin.last n)) := by
  unfold word
  rw [List.ofFn_succ', List.concat_eq_append, List.prod_append, List.prod_singleton]

/-- If `DE = D + E`, the hopping term on the first bond is a difference of two products, each
with one of the two sites replaced by its sign. -/
theorem hop_first (D E : R) (h : D * E = D + E) {n : ℕ} (τ : Fin (n + 1 + 1) → Bool) :
    hop (word D E) 0 τ = (hat (τ 0) * letter D E (τ (Fin.succ 0))
      - letter D E (τ 0) * hat (τ (Fin.succ 0))) * word D E (fun i => τ i.succ.succ) := by
  have hc : Fin.castSucc (0 : Fin (n + 1)) = 0 := rfl
  have key : word D E (update (update τ 0 true) (Fin.succ 0) false)
      = D * (E * word D E (fun i => τ i.succ.succ)) := by
    rw [word_succ, word_succ]
    simp [letter, Fin.ext_iff]
  have w2 : word D E τ = letter D E (τ 0) * (letter D E (τ (Fin.succ 0))
      * word D E (fun i => τ i.succ.succ)) := by
    rw [word_succ, word_succ]
  unfold hop
  rw [hc, key, w2]
  generalize word D E (fun i => τ i.succ.succ) = W
  have h' : D * (E * W) = D * W + E * W := by rw [← mul_assoc, h, add_mul]
  generalize τ 0 = a
  generalize τ (Fin.succ 0) = b
  -- the four occupations of the bond
  cases a <;> cases b <;> simp [letter, hat, h', add_mul, sub_mul]
  abel

/-- A hop on a later bond leaves the first site operator untouched. -/
theorem hop_shift (D E : R) {n : ℕ} (τ : Fin (n + 1 + 1) → Bool) (i : Fin n) :
    hop (word D E) i.succ τ
      = letter D E (τ 0) * hop (word D E) i (fun j => τ j.succ) := by
  have e0 : update (update τ i.succ.castSucc true) i.succ.succ false 0 = τ 0 := by
    simp [Fin.ext_iff]
  have e1 : (fun j : Fin (n + 1) =>
      update (update τ i.succ.castSucc true) i.succ.succ false j.succ)
      = update (update (fun j => τ j.succ) i.castSucc true) i.succ false := by
    funext j
    simp [update_apply, Fin.ext_iff]
  unfold hop
  rw [word_succ D E (update _ _ _), e0, e1, word_succ D E τ, mul_ite, mul_ite, mul_neg, mul_zero]
  rfl

/-- If `DE = D + E`, the sum of all hopping terms telescopes to two shorter products, one with
the first site and one with the last site replaced by its sign. -/
theorem bulk_telescopes (D E : R) (h : D * E = D + E) (n : ℕ) (τ : Fin (n + 1) → Bool) :
    ∑ i, hop (word D E) i τ = hat (τ 0) * word D E (fun i => τ i.succ)
      - word D E (fun i => τ i.castSucc) * hat (τ (Fin.last n)) := by
  induction n with
  | zero =>
    have hl : Fin.last 0 = 0 := rfl
    simp [word, hl]
  | succ n ih =>
    have ih' : ∑ i, hop (word D E) i (fun j => τ j.succ)
        = hat (τ (Fin.succ 0)) * word D E (fun i : Fin n => τ i.succ.succ)
          - word D E (fun i : Fin n => τ i.castSucc.succ) * hat (τ (Fin.last (n + 1))) := ih _
    have e1 : word D E (fun i : Fin (n + 1) => τ i.succ)
        = letter D E (τ (Fin.succ 0)) * word D E (fun i : Fin n => τ i.succ.succ) :=
      word_succ D E _
    have e2 : word D E (fun i : Fin (n + 1) => τ i.castSucc)
        = letter D E (τ 0) * word D E (fun i : Fin n => τ i.castSucc.succ) :=
      word_succ D E _
    rw [Fin.sum_univ_succ, hop_first D E h τ]
    simp only [hop_shift]
    rw [← Finset.mul_sum, ih', e1, e2]
    noncomm_ring

/-- If `DE = D + E`, `β D v = v` and `α w ∘ E = w`, the string weights are annihilated by the
open TASEP generator on every chain of `n + 1` sites. -/
theorem generator_weight_eq_zero (α β : ℝ) (D E : Module.End ℝ V) (v : V) (w : V →ₗ[ℝ] ℝ)
    (h : D * E = D + E) (hv : β • D v = v) (hw : α • (w ∘ₗ E) = w)
    (n : ℕ) (τ : Fin (n + 1) → Bool) :
    generator α β (weight D E v w) τ = 0 := by
  have hE : ∀ x, α * w (E x) = w x := fun x => by
    simpa using LinearMap.congr_fun hw x
  have hD : ∀ A : Module.End ℝ V, β * w (A (D v)) = w (A v) := fun A => by
    simpa using congrArg (fun x => w (A x)) hv
  -- injection cancels the first boundary word
  have L : α * (if τ 0 then weight D E v w (update τ 0 false) else -weight D E v w τ)
      = -w ((hat (τ 0) * word D E (fun i => τ i.succ)) v) := by
    have key : word D E (update τ 0 false) = E * word D E (fun i => τ i.succ) := by
      rw [word_succ]
      simp [letter]
    unfold weight
    rw [key, word_succ D E τ]
    generalize word D E (fun i => τ i.succ) = T
    generalize τ 0 = a
    cases a <;> simp [letter, hat, hE]
  -- extraction cancels the last boundary word
  have Q : β * (if τ (Fin.last n) then -weight D E v w τ
      else weight D E v w (update τ (Fin.last n) true))
      = w ((word D E (fun i => τ i.castSucc) * hat (τ (Fin.last n))) v) := by
    have key : word D E (update τ (Fin.last n) true)
        = word D E (fun i => τ i.castSucc) * D := by
      rw [word_last]
      simp [letter, (Fin.castSucc_lt_last _).ne]
    unfold weight
    rw [key, word_last D E τ]
    generalize word D E (fun i => τ i.castSucc) = T
    generalize τ (Fin.last n) = a
    cases a <;> simp [letter, hat, hD]
  have S : ∑ i, hop (weight D E v w) i τ = w ((∑ i, hop (word D E) i τ) v) := by
    rw [LinearMap.sum_apply, map_sum]
    refine Finset.sum_congr rfl fun i _ => ?_
    unfold hop weight
    split_ifs <;> simp
  unfold generator
  rw [L, S, Q, bulk_telescopes D E h, LinearMap.sub_apply, map_sub]
  ring

/-- For positive rates and `w v > 0`, the three algebraic relations make every string weight
strictly positive. -/
theorem weight_pos {α β : ℝ} (hα : 0 < α) (hβ : 0 < β) (D E : Module.End ℝ V) (v : V)
    (w : V →ₗ[ℝ] ℝ) (h : D * E = D + E) (hv : β • D v = v) (hw : α • (w ∘ₗ E) = w)
    (hwv : 0 < w v) (n : ℕ) (τ : Fin n → Bool) : 0 < weight D E v w τ := by
  -- positivity against all powers of `D` is preserved by `E`
  have stepE : ∀ x, (∀ k : ℕ, 0 < w ((D ^ k) x)) → ∀ k : ℕ, 0 < w ((D ^ k) (E x)) := by
    intro x hx k
    induction k with
    | zero =>
      have e : α * w (E x) = w x := by simpa using LinearMap.congr_fun hw x
      have p : 0 < w x := by simpa using hx 0
      rw [← e] at p
      simpa using (mul_pos_iff_of_pos_left hα).1 p
    | succ k ih =>
      have e : D (E x) = D x + E x := LinearMap.congr_fun h x
      have p := hx (k + 1)
      rw [pow_succ, Module.End.mul_apply] at p ⊢
      rw [e, map_add, map_add]
      exact add_pos p ih
  have main : ∀ k : ℕ, 0 < w ((D ^ k) (word D E τ v)) := by
    induction n with
    | zero =>
      intro k
      have e : word D E τ = 1 := by simp [word]
      rw [e, Module.End.one_apply]
      induction k with
      | zero => simpa using hwv
      | succ k ih =>
        have q : β * w ((D ^ k) (D v)) = w ((D ^ k) v) := by
          simpa using congrArg (fun x => w ((D ^ k) x)) hv
        rw [← q] at ih
        rw [pow_succ, Module.End.mul_apply]
        exact (mul_pos_iff_of_pos_left hβ).1 ih
    | succ n ih =>
      intro k
      have p := ih (fun i => τ i.succ)
      rw [word_succ, Module.End.mul_apply]
      generalize τ 0 = a
      cases a
      · exact stepE _ p k
      · have q := p (k + 1)
        rw [pow_succ, Module.End.mul_apply] at q
        exact q
  simpa [weight] using main 0

/-- The operator on real sequences that adds to each entry its right neighbour. -/
def seqD : Module.End ℝ (ℕ → ℝ) where
  toFun f n := f n + f (n + 1)
  map_add' f g := by
    funext n
    simp only [Pi.add_apply]
    ring
  map_smul' r f := by
    funext n
    simp only [Pi.smul_apply, smul_eq_mul, RingHom.id_apply]
    ring

/-- The operator on real sequences that adds to each entry its left neighbour and divides the
entry at the origin by `α`, for `α ≠ 0`. -/
def seqE (α : ℝ) : Module.End ℝ (ℕ → ℝ) where
  toFun f n := match n with
    | 0 => f 0 / α
    | k + 1 => f (k + 1) + f k
  map_add' f g := by
    funext n
    cases n <;> simp only [Pi.add_apply] <;> ring
  map_smul' r f := by
    funext n
    cases n <;> simp only [Pi.smul_apply, smul_eq_mul, RingHom.id_apply] <;> ring

/-- For all nonzero rates, `seqD` and `seqE α` with the geometric sequence of ratio `1/β - 1` and
evaluation at the origin satisfy the three relations, and the geometric sequence is positive at the
origin. -/
theorem relations_witness (α β : ℝ) (hα : α ≠ 0) (hβ : β ≠ 0) :
    seqD * seqE α = seqD + seqE α ∧
    β • seqD (fun n => (1 / β - 1) ^ n) = (fun n => (1 / β - 1) ^ n) ∧
    α • ((LinearMap.proj 0 : (ℕ → ℝ) →ₗ[ℝ] ℝ) ∘ₗ seqE α) = LinearMap.proj 0 ∧
    0 < (LinearMap.proj 0 : (ℕ → ℝ) →ₗ[ℝ] ℝ) (fun n => (1 / β - 1) ^ n) := by
  refine ⟨LinearMap.ext fun f => funext fun n => ?_, funext fun n => ?_,
    LinearMap.ext fun f => ?_, ?_⟩
  · cases n with
    | zero =>
      change f 0 / α + (f 1 + f 0) = (f 0 + f 1) + f 0 / α
      ring
    | succ k =>
      change (f (k + 1) + f k) + (f (k + 2) + f (k + 1))
        = (f (k + 1) + f (k + 2)) + (f (k + 1) + f k)
      ring
  · change β * ((1 / β - 1) ^ n + (1 / β - 1) ^ (n + 1)) = (1 / β - 1) ^ n
    have e : β * (1 + (1 / β - 1)) = 1 := by
      rw [add_sub_cancel, mul_one_div_cancel hβ]
    rw [pow_succ]
    linear_combination (1 / β - 1) ^ n * e
  · change α * (f 0 / α) = f 0
    field_simp
  · change (0 : ℝ) < (1 / β - 1) ^ 0
    simp

end

end OpenTASEP
```

```lean
#print axioms OpenTASEP.generator_weight_eq_zero
#print axioms OpenTASEP.weight_pos
```

```
'OpenTASEP.generator_weight_eq_zero' depends on axioms: [propext, Classical.choice, Quot.sound]
'OpenTASEP.weight_pos' depends on axioms: [propext, Classical.choice, Quot.sound]
```

## From the bond identity to the full cancellation in Lean

`word_succ` and `word_last` split off the first or the last factor of a product. `hop_first` is the bond identity for the first bond: after the rest of the word has been replaced by a single symbol `W`, the proof runs through the four occupations with `cases a <;> cases b`. `hop_shift` says that a hop on a later bond leaves the first factor alone, so that this factor can be pulled out on the left.

`bulk_telescopes` obtains $T_0-T_n$ by induction on `n`. The step separates the first bond with `Fin.sum_univ_succ`, applies `hop_first` to it and `hop_shift` to the others, and uses the induction hypothesis for the chain without its first site. The intermediate term, in which the second site is replaced by its sign, then cancels in `noncomm_ring`. These lemmas hold in any ring and need neither `v` nor `w`.

In `generator_weight_eq_zero`, the statements `L` and `Q` are the computations at the left and the right end, each with one case for a particle and one for a hole. `S` moves `w` and the evaluation at `v` outside the sum over bonds. After `bulk_telescopes` has been inserted, `ring` cancels the four terms.

In `weight_pos`, `stepE` shows that $E$ preserves good vectors, by induction on `k`. `main` is an induction on the chain length: its base case treats $v$, and its step adds one operator on the left, using `stepE` for a hole and the shift from `k` to `k + 1` for a particle. `relations_witness` checks the sequence operators entry by entry, separating entry $0$ from the others in the quadratic relation.
